# Every real antisymmetric 3×3 tensor acts as the cross product with an axial vector

A vector can be attached to antisymmetric tensors only, or to every tensor through its antisymmetric part. The file does the latter: for any real $3\times3$ matrix $A$, `axialVector A` is the vector $w$ with components

$$w_0=\tfrac12(A_{21}-A_{12}),\quad w_1=\tfrac12(A_{02}-A_{20}),\quad w_2=\tfrac12(A_{10}-A_{01}).$$

The indices 0, 1, 2 stand for $x$, $y$, $z$. A full magnetic shielding tensor can therefore be inserted without first being split, and its symmetric part cancels in the differences. In the other direction, `crossMatrix w` builds a matrix from a vector.

```lean
import Mathlib

open Matrix

namespace AntisymmetricTensorAxialVector

noncomputable section

/-- The matrix of the cross product with a fixed vector `w`. -/
def crossMatrix (w : Fin 3 → ℝ) : Matrix (Fin 3) (Fin 3) ℝ :=
  !![0, -w 2, w 1; w 2, 0, -w 0; -w 1, w 0, 0]

/-- The vector formed from the antisymmetric part of a rank-two tensor. -/
def axialVector (A : Matrix (Fin 3) (Fin 3) ℝ) : Fin 3 → ℝ :=
  ![(A 2 1 - A 1 2) / 2, (A 0 2 - A 2 0) / 2, (A 1 0 - A 0 1) / 2]
```

## Three real dimensions

Tensors have the type `Matrix (Fin 3) (Fin 3) ℝ` and vectors the type `Fin 3 → ℝ`, so the dimension is fixed by the types. Physically, these are Cartesian components in ordinary space, taken in an orthonormal right-handed frame.

By hand, the dimension enters when the cross product is written as a matrix. For a vector $x$,

$$w\times x=\begin{pmatrix}w_1x_2-w_2x_1\\ w_2x_0-w_0x_2\\ w_0x_1-w_1x_0\end{pmatrix}
=\begin{pmatrix}0&-w_2&w_1\\ w_2&0&-w_0\\ -w_1&w_0&0\end{pmatrix}x .$$

The first lemma below is this identity, with `*ᵥ` for a matrix acting on a vector and `⨯₃` for the cross product. The second inserts the entries into the definition of `axialVector`: for example, $\tfrac12(w_0-(-w_0))=w_0$. Both proofs treat the three components separately.

```lean
/-- The matrix `crossMatrix w` sends `x` to `w × x`. -/
theorem crossMatrix_mulVec (w x : Fin 3 → ℝ) :
    crossMatrix w *ᵥ x = w ⨯₃ x := by
  ext i
  fin_cases i <;>
    simp [crossMatrix, cross_apply, Matrix.mulVec, dotProduct, Fin.sum_univ_three] <;> ring

/-- The vector `w` is recovered from the matrix of its cross product. -/
theorem axialVector_crossMatrix (w : Fin 3 → ℝ) :
    axialVector (crossMatrix w) = w := by
  ext i
  fin_cases i <;> simp [axialVector, crossMatrix]
```

In another dimension $n\ge1$ the correspondence fails by counting: an antisymmetric matrix has $n(n-1)/2$ independent entries, which equals $n$ only for $n=3$.

## Antisymmetry of the tensor

The hypothesis `hA : Aᵀ = -A` says $A_{ji}=-A_{ij}$. It describes the antisymmetric part of a coupling or shielding tensor, taken alone.

By hand, it gives $A_{ii}=0$ and turns each half-difference into a single entry: $w_0=A_{21}$, $w_1=A_{02}$, $w_2=A_{10}$. Putting these into the matrix above returns $A$, so $Ax=w\times x$. In the proof, `h` states the hypothesis entry by entry, and `linarith` uses it to settle the nine matrix entries.

```lean
/-- An antisymmetric tensor is the cross-product matrix of its axial vector. -/
theorem crossMatrix_axialVector {A : Matrix (Fin 3) (Fin 3) ℝ} (hA : Aᵀ = -A) :
    crossMatrix (axialVector A) = A := by
  have h : ∀ i j, A j i = -A i j := fun i j => congrFun (congrFun hA i) j
  ext i j
  fin_cases i <;> fin_cases j <;> simp [axialVector, crossMatrix] <;>
    linarith [h 0 0, h 1 1, h 2 2, h 0 1, h 0 2, h 1 2]
```

Without antisymmetry, the same construction returns $\tfrac12(A-A^{\mathsf T})$ instead of $A$. No other vector would do better, because every cross-product matrix is antisymmetric.

Antisymmetry also removes the quadratic form. A number equals its own transpose, so for any vector $b$

$$b^{\mathsf T}Ab=(b^{\mathsf T}Ab)^{\mathsf T}=b^{\mathsf T}A^{\mathsf T}b=-b^{\mathsf T}Ab,$$

and hence $b^{\mathsf T}Ab=0$. Conversely, suppose that the form vanishes for every $b$, and let $e_i$ be the unit vector along axis $i$. Taking $b=e_i$ gives $A_{ii}=0$. Taking $b=e_i+e_j$ with $i\neq j$ gives $A_{ii}+A_{jj}+A_{ij}+A_{ji}=0$, so $A_{ji}=-A_{ij}$.

The Lean proof of the converse evaluates the form on exactly these six vectors. For the forward direction it expands the double sum and pairs opposite entries: `linear_combination` adds the relations $A_{ji}=-A_{ij}$ with weights $b_ib_j$, halved on the diagonal.

```lean
/-- The quadratic form `bᵀ A b` vanishes for every field vector `b` exactly when the
tensor `A` is antisymmetric. -/
theorem quadraticForm_eq_zero_iff (A : Matrix (Fin 3) (Fin 3) ℝ) :
    (∀ b : Fin 3 → ℝ, b ⬝ᵥ (A *ᵥ b) = 0) ↔ Aᵀ = -A := by
  constructor
  · intro q
    -- Axis vectors give the diagonal, sums of two axes the off-diagonal pairs.
    have h0 := q ![1, 0, 0]
    have h1 := q ![0, 1, 0]
    have h2 := q ![0, 0, 1]
    have h01 := q ![1, 1, 0]
    have h02 := q ![1, 0, 1]
    have h12 := q ![0, 1, 1]
    simp [Matrix.mulVec, dotProduct, Fin.sum_univ_three] at h0 h1 h2 h01 h02 h12
    ext i j
    fin_cases i <;> fin_cases j <;> simp <;> linarith
  · intro hA b
    have h : ∀ i j, A j i = -A i j := fun i j => congrFun (congrFun hA i) j
    simp only [Matrix.mulVec, dotProduct, Fin.sum_univ_three]
    linear_combination (b 0 ^ 2 / 2) * h 0 0 + (b 1 ^ 2 / 2) * h 1 1
      + (b 2 ^ 2 / 2) * h 2 2 + b 0 * b 1 * h 0 1 + b 0 * b 2 * h 0 2 + b 1 * b 2 * h 1 2
```

Since this is an equivalence, a tensor that is not antisymmetric has a nonzero quadratic form for some $b$. In magnetic resonance, with $b$ the unit vector along the static field, shielding alone shifts the resonance frequency from that of the bare nucleus by the fraction $-b^{\mathsf T}\sigma b$ to first order in the shielding tensor $\sigma$, and at that order the antisymmetric part of $\sigma$ does not contribute.

## Orthogonality of the transformation

The hypothesis `Rᵀ * R = 1` says that $R$ preserves lengths and angles. It admits proper rotations, with $\det R=1$, and improper operations such as reflections and inversion, with $\det R=-1$. Polar vectors, such as displacements, transform as $x\mapsto Rx$ and tensors as $A\mapsto RAR^{\mathsf T}$.

Most of the derivation does not need this hypothesis. Let $\varepsilon_{ijk}$ be the Levi-Civita symbol, with repeated indices summed. The definition of the axial vector reads $w_i=-\tfrac12\varepsilon_{ijk}A_{jk}$, and the transformed tensor has the axial vector

$$w'_i=-\tfrac12\,\varepsilon_{ijk}R_{jl}R_{km}A_{lm}.$$

The factor $\varepsilon_{ijk}R_{jl}R_{km}$ changes sign when $l$ and $m$ are exchanged, so it can be written as $C_{in}\varepsilon_{nlm}$ with

$$C_{in}=\tfrac12\,\varepsilon_{ijk}\varepsilon_{nlm}R_{jl}R_{km}.$$

This is the cofactor matrix of $R$; for example, $C_{00}=R_{11}R_{22}-R_{12}R_{21}$. Therefore $w'=Cw$ for every $R$, singular or not, and for every $A$.

In Lean the cofactor matrix is `(R.adjugate)ᵀ`, the transpose of the adjugate. The proof writes out both sides for each component and compares them as polynomials with `ring`.

```lean
/-- For any matrix `R`, singular or not, the axial vector of `R A Rᵀ` is the cofactor matrix of `R`
applied to the axial vector of `A`. -/
theorem axialVector_congruence (R A : Matrix (Fin 3) (Fin 3) ℝ) :
    axialVector (R * A * Rᵀ) = (R.adjugate)ᵀ *ᵥ axialVector A := by
  ext i
  fin_cases i <;>
    simp [axialVector, Matrix.adjugate_fin_three, Matrix.mul_apply, Matrix.mulVec,
      dotProduct, Fin.sum_univ_three] <;> ring
```

Orthogonality now simplifies $C$. Since $\operatorname{adj}(R)\,R=\det(R)\,1$ and $RR^{\mathsf T}=1$,

$$\operatorname{adj}(R)=\operatorname{adj}(R)\,RR^{\mathsf T}=\det(R)\,R^{\mathsf T},\qquad C=\det(R)\,R .$$

The `calc` block follows this line. Its first step needs $RR^{\mathsf T}=1$, which `mul_eq_one_comm` obtains from the hypothesis $R^{\mathsf T}R=1$.

```lean
/-- Under an orthogonal transformation `R`, proper or improper, the axial vector `w` of any
tensor becomes `det(R) R w`. -/
theorem axialVector_orthogonal {R : Matrix (Fin 3) (Fin 3) ℝ} (hR : Rᵀ * R = 1)
    (A : Matrix (Fin 3) (Fin 3) ℝ) :
    axialVector (R * A * Rᵀ) = R.det • (R *ᵥ axialVector A) := by
  have hR' : R * Rᵀ = 1 := mul_eq_one_comm.mp hR
  -- For orthogonal `R` the adjugate is `det(R) Rᵀ`.
  have hadj : R.adjugate = R.det • Rᵀ := by
    calc R.adjugate = R.adjugate * (R * Rᵀ) := by rw [hR', Matrix.mul_one]
      _ = (R.adjugate * R) * Rᵀ := by rw [Matrix.mul_assoc]
      _ = R.det • Rᵀ := by rw [Matrix.adjugate_mul, Matrix.smul_mul, Matrix.one_mul]
  rw [axialVector_congruence, hadj, Matrix.transpose_smul, Matrix.transpose_transpose,
    Matrix.smul_mulVec]
```

Without orthogonality the cofactor law remains, but the simplified form can fail. For the uniform scaling $R=2\cdot1$, the true result is $w'=4w$, whereas $\det(R)\,Rw=16w$.

## A vector identified by its action

The main theorem does not mention `axialVector`. Its last part takes any $w$ satisfying `∀ x, A *ᵥ x = w ⨯₃ x`, so the vector is identified by what the tensor does and not by a formula for its components.

By hand, this condition determines $w$ completely. Applying it to $x=e_0,e_1,e_2$ gives the columns of $A$, which must be those of the cross-product matrix of $w$; the components of $w$ can then be read from the entries. In the proof, `huniq` does this: `Matrix.ext_of_mulVec_single` reduces equality of matrices to their action on axis vectors, and `axialVector_crossMatrix` recovers $w$.

The theorem assumes that $A$ is antisymmetric and has three parts:

- Exactly one $w$ satisfies $Ax=w\times x$ for all $x$; this is the meaning of `∃!`.
- The product $b^{\mathsf T}Ab$ is zero for every $b$, with no normalisation required.
- If $R$ is orthogonal and $w$ represents $A$, then $RAR^{\mathsf T}$ acts as the cross product with $\det(R)\,Rw$.

For the last part, `hanti` first checks that the transformed tensor is still antisymmetric:

$$(RAR^{\mathsf T})^{\mathsf T}=RA^{\mathsf T}R^{\mathsf T}=-RAR^{\mathsf T}.$$

It is therefore the cross-product matrix of its own axial vector, which the orthogonal law gives as $\det(R)\,Rw$.

```lean
/-- An antisymmetric tensor `A` acts as `x ↦ w × x` for exactly one vector `w`, and
`bᵀ A b` is zero for every `b`. For orthogonal `R` the transformed tensor `R A Rᵀ` acts
as the cross product with `det(R) R w`. -/
theorem antisymmetric_tensor_is_axial_vector {A : Matrix (Fin 3) (Fin 3) ℝ}
    (hA : Aᵀ = -A) :
    (∃! w : Fin 3 → ℝ, ∀ x, A *ᵥ x = w ⨯₃ x) ∧
    (∀ b : Fin 3 → ℝ, b ⬝ᵥ (A *ᵥ b) = 0) ∧
    (∀ (R : Matrix (Fin 3) (Fin 3) ℝ) (w : Fin 3 → ℝ), Rᵀ * R = 1 →
      (∀ x, A *ᵥ x = w ⨯₃ x) →
      ∀ x, (R * A * Rᵀ) *ᵥ x = (R.det • (R *ᵥ w)) ⨯₃ x) := by
  -- The action on all vectors fixes `w`.
  have huniq : ∀ w : Fin 3 → ℝ, (∀ x, A *ᵥ x = w ⨯₃ x) → w = axialVector A := by
    intro w hw
    have hAw : A = crossMatrix w := by
      apply Matrix.ext_of_mulVec_single
      intro i
      rw [hw, crossMatrix_mulVec]
    rw [hAw, axialVector_crossMatrix]
  refine ⟨⟨axialVector A, ?_, huniq⟩, (quadraticForm_eq_zero_iff A).mpr hA, ?_⟩
  · intro x
    rw [← crossMatrix_mulVec, crossMatrix_axialVector hA]
  · intro R w hR hw x
    -- The transformed tensor is again antisymmetric.
    have hanti : (R * A * Rᵀ)ᵀ = -(R * A * Rᵀ) := by
      rw [Matrix.transpose_mul, Matrix.transpose_mul, Matrix.transpose_transpose, hA]
      simp only [Matrix.neg_mul, Matrix.mul_neg, Matrix.mul_assoc]
    rw [huniq w hw, ← axialVector_orthogonal hR, ← crossMatrix_mulVec,
      crossMatrix_axialVector hanti]
```

Without the condition on $w$, the last part would concern a vector unrelated to $A$ and would fail already for $R=1$ whenever $w$ is not the vector of $A$. With the condition in place, antisymmetry of $A$ is automatic in that part, because $A$ is then a cross-product matrix.

The factor $\det(R)$ is what makes $w$ axial. A polar vector, such as a displacement, transforms as $v\mapsto Rv$; the two rules agree for proper rotations and differ by a sign for improper operations. For reflection in the $xy$ plane, $R=\operatorname{diag}(1,1,-1)$ and $\det R=-1$, so

$$\det(R)\,Rw=(-w_0,\,-w_1,\,w_2).$$

The components in the plane change sign and the perpendicular one is kept, the reverse of what happens to a polar vector. The final theorem states this for an arbitrary tensor $A$ and proves it by direct evaluation of the entries.

```lean
/-- Reflection in the `xy` plane reverses the `x` and `y` components of the axial vector
and keeps its `z` component. -/
theorem axialVector_mirror (A : Matrix (Fin 3) (Fin 3) ℝ) :
    axialVector (!![1, 0, 0; 0, 1, 0; 0, 0, -1] * A * !![1, 0, 0; 0, 1, 0; 0, 0, -1]ᵀ) =
      ![-axialVector A 0, -axialVector A 1, axialVector A 2] := by
  ext i
  fin_cases i <;>
    simp [axialVector, Matrix.mul_apply, Matrix.vecMul, dotProduct,
      Fin.sum_univ_three] <;> ring

end

end AntisymmetricTensorAxialVector
```

```lean
#print axioms AntisymmetricTensorAxialVector.antisymmetric_tensor_is_axial_vector
#print axioms AntisymmetricTensorAxialVector.axialVector_mirror
```

```
'AntisymmetricTensorAxialVector.antisymmetric_tensor_is_axial_vector' depends on axioms: [propext, Classical.choice, Quot.sound]
'AntisymmetricTensorAxialVector.axialVector_mirror' depends on axioms: [propext, Classical.choice, Quot.sound]
```
